# A lower bound on the eigenvalue ratio of a reactive master equation

## Spread as a ratio

The spread of the decay rates is taken here as the ratio of the greatest to the least eigenvalue, not as their difference. The ratio compares the fastest and slowest time scales, and it requires a positive least eigenvalue.

Consider finitely many energy levels with equilibrium populations $f_i>0$. Collisions exchange population between them with detailed balance, and level $i$ reacts irreversibly at the microcanonical rate $k_i\ge 0$. Writing the populations as $p_i=\sqrt{f_i}\,y_i$ makes the collision matrix symmetric:

$$\dot y=-(L+D)y,\qquad D=\mathrm{diag}(k_i).$$

The eigenvalues of $M=L+D$ are the decay rates. Collisions alone preserve equilibrium, so $Ls=0$ for $s_i=\sqrt{f_i}$. In this finite linear model, a large ratio means stiffness: the fastest rate limits the step of an explicit integrator, while the slowest sets the time to be simulated.

## What is stated

`IsRelaxation L f` says that $L$ is real, symmetric and positive semidefinite, that $f$ is a probability vector, and that $Ls=0$, with `amplitude f` for $s$. It allows zero populations and does not fix the signs of the off-diagonal elements, so it is more general than the collision model. The symmetrization itself is assumed, not derived.

`reactive L k` is $M$, and `spectrum ℝ` is its set of real eigenvalues. `IsLeast` and `IsGreatest` make `lo` and `hi` its extreme members, written $\lambda_-$ and $\lambda_+$ below. For nonnegative rates,

$$0\le\lambda_-\le S:=\sum_j f_jk_j,\qquad \lambda_+\ge L_{ii}+k_i\quad\text{for every } i.$$

If also $\lambda_->0$, then $\lambda_+/\lambda_-\ge (L_{ii}+k_i)/S$.

The limit concerns a family of such equations on a fixed set of levels, indexed for instance by temperature. `reactivePopulation` is $P=\sum_{k_j>0}f_j$. If $P\to0$ while every $\lambda_-$ is positive, the ratio tends to infinity, given two constants. $K$ is a common ceiling on the reaction rates, and $c>0$ is a floor on one $L_{ii}$, meaning that collisions keep emptying that level at a finite rate. These two conditions are sufficient, not necessary: taking $i$ as the level with the largest rate in the ratio bound gives $\lambda_+/\lambda_-\ge 1/P$ by hand, which the file does not state.

## Trial vectors and the limit

Suppose $a$ is a lower bound on the eigenvalues of a symmetric matrix $A$. Then $A-a\mathbf 1$ has no negative eigenvalue, so $x^TAx\ge a\,x^Tx$ for every $x$.

Both $L$ and $D$ are positive semidefinite, hence so is $M$, and $\lambda_-\ge0$. For the upper bound take $x=s$. Since $s^Ts=\sum_i f_i=1$ and $Ls=0$,

$$\lambda_-\le s^TMs=s^TDs=\sum_i f_ik_i=S.$$

For the greatest eigenvalue, use $-M$, whose eigenvalues are bounded below by $-\lambda_+$. The unit vector $e_i$ gives $-\lambda_+\le-(L_{ii}+k_i)$.

If $\lambda_->0$, then $S\ge\lambda_->0$ and $\lambda_+>0$, so

$$\frac{\lambda_+}{\lambda_-}\ge\frac{\lambda_+}{S}\ge\frac{L_{ii}+k_i}{S}.$$

Levels with $k_j=0$ contribute nothing to $S$, so $0<S\le KP$. As $P\to0$, $S\to0$ from above, and the ratio is at least $c/S\to\infty$.

## The Lean file

```lean
import Mathlib

open Matrix Filter Topology

namespace MasterEquationStiffness

noncomputable section

variable {n : Type*} [Fintype n] [DecidableEq n]

/-- The vector of square roots of the equilibrium populations. -/
def amplitude (f : n → ℝ) : n → ℝ := fun i => √(f i)

/-- `L` is a symmetric positive semidefinite relaxation matrix that annihilates the
square root of the probability vector `f`. -/
structure IsRelaxation (L : Matrix n n ℝ) (f : n → ℝ) : Prop where
  posSemidef : L.PosSemidef
  nonneg : ∀ i, 0 ≤ f i
  sum_one : ∑ i, f i = 1
  stationary : L *ᵥ amplitude f = 0

/-- The matrix of the reactive master equation: relaxation plus loss of level `i` at rate `k i`. -/
def reactive (L : Matrix n n ℝ) (k : n → ℝ) : Matrix n n ℝ := L + diagonal k

/-- The total equilibrium population of the levels with positive reaction rate. -/
def reactivePopulation (f k : n → ℝ) : ℝ := ∑ i, if 0 < k i then f i else 0

/-- Rayleigh bound: a lower bound on the eigenvalues of a symmetric matrix bounds its
quadratic form from below. -/
theorem rayleigh_lower {M : Matrix n n ℝ} (hM : M.IsHermitian) {a : ℝ}
    (ha : a ∈ lowerBounds (spectrum ℝ M)) (x : n → ℝ) : a * (x ⬝ᵥ x) ≤ x ⬝ᵥ M *ᵥ x := by
  have hN : (M - a • (1 : Matrix n n ℝ)).IsHermitian := by
    rw [IsHermitian, conjTranspose_sub, conjTranspose_smul, conjTranspose_one, star_trivial,
      hM.eq]
  -- the shifted matrix has no negative eigenvalue
  have hpos : (M - a • (1 : Matrix n n ℝ)).PosSemidef := by
    refine hN.posSemidef_iff_eigenvalues_nonneg.mpr fun i => ?_
    have hi : hN.eigenvalues i ∈ spectrum ℝ (M - a • (1 : Matrix n n ℝ)) := by
      rw [hN.spectrum_real_eq_range_eigenvalues]
      exact ⟨i, rfl⟩
    have h2 : hN.eigenvalues i + a ∈ spectrum ℝ M := by
      rw [spectrum.mem_iff] at hi ⊢
      have e : algebraMap ℝ (Matrix n n ℝ) (hN.eigenvalues i + a) - M
          = algebraMap ℝ (Matrix n n ℝ) (hN.eigenvalues i) - (M - a • 1) := by
        rw [map_add, Algebra.algebraMap_eq_smul_one a]
        abel
      rwa [e]
    have h3 := ha h2
    change (0 : ℝ) ≤ hN.eigenvalues i
    linarith
  have h := hpos.dotProduct_mulVec_nonneg x
  rw [star_trivial, sub_mulVec, smul_mulVec, one_mulVec, dotProduct_sub, dotProduct_smul,
    smul_eq_mul] at h
  linarith

/-- A symmetric matrix on a nonempty set of levels has a least and a greatest eigenvalue. -/
theorem exists_extreme_eigenvalues [Nonempty n] {M : Matrix n n ℝ} (hM : M.IsHermitian) :
    (∃ lo, IsLeast (spectrum ℝ M) lo) ∧ ∃ hi, IsGreatest (spectrum ℝ M) hi := by
  rw [hM.spectrum_real_eq_range_eigenvalues]
  obtain ⟨i, hi⟩ := Finite.exists_min hM.eigenvalues
  obtain ⟨j, hj⟩ := Finite.exists_max hM.eigenvalues
  exact ⟨⟨_, ⟨i, rfl⟩, by rintro _ ⟨l, rfl⟩; exact hi l⟩,
    ⟨_, ⟨j, rfl⟩, by rintro _ ⟨l, rfl⟩; exact hj l⟩⟩

/-- For nonnegative reaction rates, the least eigenvalue of the reactive master equation lies
between zero and the equilibrium average of the reaction rates, and the greatest is at least
every diagonal element. -/
theorem eigenvalue_bounds {L : Matrix n n ℝ} {f k : n → ℝ} (hL : IsRelaxation L f)
    (hk : ∀ i, 0 ≤ k i) {lo hi : ℝ} (hlo : IsLeast (spectrum ℝ (reactive L k)) lo)
    (hhi : IsGreatest (spectrum ℝ (reactive L k)) hi) :
    0 ≤ lo ∧ lo ≤ ∑ i, f i * k i ∧ ∀ i, L i i + k i ≤ hi := by
  have hP : (reactive L k).PosSemidef := hL.posSemidef.add (PosSemidef.diagonal hk)
  refine ⟨?_, ?_, fun i => ?_⟩
  · have h := hlo.1
    rw [hP.isHermitian.spectrum_real_eq_range_eigenvalues] at h
    obtain ⟨i, rfl⟩ := h
    exact hP.eigenvalues_nonneg i
  · -- trial vector: the equilibrium amplitudes
    have h := rayleigh_lower hP.isHermitian hlo.2 (amplitude f)
    have h1 : amplitude f ⬝ᵥ amplitude f = 1 := by
      rw [← hL.sum_one]
      exact Finset.sum_congr rfl fun i _ => Real.mul_self_sqrt (hL.nonneg i)
    have h2 : amplitude f ⬝ᵥ reactive L k *ᵥ amplitude f = ∑ i, f i * k i := by
      rw [reactive, add_mulVec, hL.stationary, zero_add]
      simp only [dotProduct, mulVec_diagonal, amplitude]
      refine Finset.sum_congr rfl fun i _ => ?_
      linear_combination k i * Real.mul_self_sqrt (hL.nonneg i)
    rwa [h1, h2, mul_one] at h
  · -- trial vector: a single level, for the matrix with reversed sign
    have hneg : -hi ∈ lowerBounds (spectrum ℝ (-reactive L k)) := by
      intro μ hμ
      rw [← spectrum.neg_eq, Set.mem_neg] at hμ
      linarith [hhi.2 hμ]
    have h := rayleigh_lower hP.isHermitian.neg hneg (Pi.single i 1)
    have h1 : (Pi.single i 1 : n → ℝ) ⬝ᵥ Pi.single i 1 = 1 := by simp
    have h2 : (Pi.single i 1 : n → ℝ) ⬝ᵥ reactive L k *ᵥ Pi.single i 1 = L i i + k i := by
      simp [reactive]
    rw [neg_mulVec, dotProduct_neg, h1, h2] at h
    linarith

/-- For nonnegative reaction rates and a positive least eigenvalue, the ratio of greatest to
least eigenvalue is at least any diagonal element over the equilibrium average reaction rate. -/
theorem stiffness_lower {L : Matrix n n ℝ} {f k : n → ℝ} (hL : IsRelaxation L f)
    (hk : ∀ i, 0 ≤ k i) {lo hi : ℝ} (hlo : IsLeast (spectrum ℝ (reactive L k)) lo)
    (hhi : IsGreatest (spectrum ℝ (reactive L k)) hi) (hpos : 0 < lo) (i : n) :
    (L i i + k i) / (∑ j, f j * k j) ≤ hi / lo := by
  obtain ⟨_, h1, h2⟩ := eigenvalue_bounds hL hk hlo hhi
  have h3 : 0 ≤ hi := hpos.le.trans (hhi.2 hlo.1)
  rw [div_le_div_iff₀ (hpos.trans_le h1) hpos]
  exact (mul_le_mul_of_nonneg_right (h2 i) hpos.le).trans (mul_le_mul_of_nonneg_left h1 h3)

/-- Along a family of master equations with positive least eigenvalue, reaction rates in `[0, K]`
and one diagonal relaxation element at least `c > 0`, the ratio of greatest to least eigenvalue
diverges as the reactive population vanishes. -/
theorem stiffness_diverges {ι : Type*} {l : Filter ι} {L : ι → Matrix n n ℝ}
    {f k : ι → n → ℝ} {lo hi : ι → ℝ} {K c : ℝ} {i : n}
    (hL : ∀ t, IsRelaxation (L t) (f t)) (hk : ∀ t j, 0 ≤ k t j) (hK : ∀ t j, k t j ≤ K)
    (hc : 0 < c) (hdiag : ∀ t, c ≤ L t i i)
    (hlo : ∀ t, IsLeast (spectrum ℝ (reactive (L t) (k t))) (lo t))
    (hhi : ∀ t, IsGreatest (spectrum ℝ (reactive (L t) (k t))) (hi t))
    (hpos : ∀ t, 0 < lo t)
    (hpop : Tendsto (fun t => reactivePopulation (f t) (k t)) l (𝓝 0)) :
    Tendsto (fun t => hi t / lo t) l atTop := by
  have hS : ∀ t, 0 < ∑ j, f t j * k t j := fun t =>
    (hpos t).trans_le (eigenvalue_bounds (hL t) (hk t) (hlo t) (hhi t)).2.1
  -- only reactive levels contribute to the average reaction rate
  have hle : ∀ t, ∑ j, f t j * k t j ≤ K * reactivePopulation (f t) (k t) := by
    intro t
    rw [reactivePopulation, Finset.mul_sum]
    refine Finset.sum_le_sum fun j _ => ?_
    split_ifs with h
    · rw [mul_comm K]
      exact mul_le_mul_of_nonneg_left (hK t j) ((hL t).nonneg j)
    · rw [le_antisymm (not_lt.mp h) (hk t j), mul_zero, mul_zero]
  have hlim : Tendsto (fun t => ∑ j, f t j * k t j) l (𝓝 0) :=
    squeeze_zero (fun t => (hS t).le) hle (by simpa using hpop.const_mul K)
  have hlim' : Tendsto (fun t => ∑ j, f t j * k t j) l (𝓝[>] 0) :=
    tendsto_nhdsWithin_iff.mpr ⟨hlim, Eventually.of_forall hS⟩
  refine tendsto_atTop_mono (fun t => ?_)
    ((tendsto_inv_nhdsGT_zero.comp hlim').const_mul_atTop hc)
  refine le_trans ?_ (stiffness_lower (hL t) (hk t) (hlo t) (hhi t) (hpos t) i)
  rw [div_eq_mul_inv]
  exact mul_le_mul_of_nonneg_right (by linarith [hdiag t, hk t i]) (inv_pos.mpr (hS t)).le

/-- An explicit two-level relaxation matrix with populations 16/25 and 9/25; with reaction
at unit rate from the second level, the reactive matrix has determinant 9. -/
theorem isRelaxation_witness :
    IsRelaxation !![9, -12; -12, 16] ![16 / 25, 9 / 25] ∧
      (reactive !![9, -12; -12, 16] ![0, 1]).det = 9 := by
  have h1 : √(16 / 25 : ℝ) = 4 / 5 := by
    rw [show (16 / 25 : ℝ) = (4 / 5) ^ 2 by norm_num]
    exact Real.sqrt_sq (by norm_num)
  have h2 : √(9 / 25 : ℝ) = 3 / 5 := by
    rw [show (9 / 25 : ℝ) = (3 / 5) ^ 2 by norm_num]
    exact Real.sqrt_sq (by norm_num)
  have ha : amplitude ![16 / 25, 9 / 25] = ![4 / 5, 3 / 5] := by
    funext i
    fin_cases i
    · exact h1
    · exact h2
  refine ⟨⟨PosSemidef.of_dotProduct_mulVec_nonneg ?_ fun x => ?_, ?_, ?_, ?_⟩, ?_⟩
  · ext i j
    fin_cases i <;> fin_cases j <;> simp
  · -- the quadratic form is a perfect square
    have e : star x ⬝ᵥ !![9, -12; -12, 16] *ᵥ x = (3 * x 0 - 4 * x 1) ^ 2 := by
      simp [dotProduct, mulVec, Fin.sum_univ_two]
      ring
    rw [e]
    exact sq_nonneg _
  · intro i
    fin_cases i <;> norm_num
  · norm_num [Fin.sum_univ_two]
  · rw [ha]
    ext i
    fin_cases i <;> norm_num [mulVec, dotProduct, Fin.sum_univ_two]
  · norm_num [reactive, det_fin_two]

end

end MasterEquationStiffness
```

```lean
#print axioms MasterEquationStiffness.exists_extreme_eigenvalues
#print axioms MasterEquationStiffness.eigenvalue_bounds
#print axioms MasterEquationStiffness.stiffness_diverges
```

```
'MasterEquationStiffness.exists_extreme_eigenvalues' depends on axioms: [propext, Classical.choice, Quot.sound]
'MasterEquationStiffness.eigenvalue_bounds' depends on axioms: [propext, Classical.choice, Quot.sound]
'MasterEquationStiffness.stiffness_diverges' depends on axioms: [propext, Classical.choice, Quot.sound]
```

## From the lemmas to the limit

`rayleigh_lower` carries out the shift: an eigenvalue of $A-a\mathbf 1$ plus $a$ is an eigenvalue of $A$, hence at least $a$. `exists_extreme_eigenvalues` picks the minimum and maximum of the finite list of eigenvalues, so `lo` and `hi` exist for any nonempty set of levels.

`eigenvalue_bounds` has one block for each inequality. The second evaluates the norm and quadratic form of `amplitude f`; the third applies the Rayleigh bound to `-reactive L k` and `Pi.single i 1`, the unit vector $e_i$. `stiffness_lower` cross-multiplies the fractions and chains the two bounds.

In `stiffness_diverges`, `hle` is $S\le KP$, proved level by level. `squeeze_zero` then gives $S\to0$, `hS` supplies positivity, and `tendsto_atTop_mono` passes the divergence of $c/S$ to the ratio.

`isRelaxation_witness` gives a two-level example, where the quadratic form of $L$ is $(3x_0-4x_1)^2$. With $k=(0,1)$ the determinant of $M$ is 9, so zero is not an eigenvalue and $\lambda_->0$. Here $\lambda_\pm=13\pm\sqrt{160}$, so $\lambda_-\approx0.351$, just below $S=0.36$.
